# The squared zinc-blende piezoelectric coupling averages to 12/35 for longitudinal waves and 16/35 for the two transverse waves together

## Does the transverse average depend on the polarization vectors?

To get an isotropic piezoelectric scattering rate for a mobility calculation, I replace the squared coupling by its average over phonon directions. For a wave with unit direction n and polarization u, and with the cubic axes numbered 0, 1, 2, the coupling in units of the piezoelectric constant is

K(n,u) = 2(n₁n₂u₀ + n₀n₂u₁ + n₀n₁u₂).

The averages I use are 12/35 for K(n,n)² and 16/35 for K(n,t₁)² + K(n,t₂)², where t₁ and t₂ are the transverse polarizations. But t₁ and t₂ can be rotated about n, differently at every direction. Can someone show that this freedom is harmless, and give a proof of both numbers that Lean accepts?

## The frame disappears before the integration

It is harmless. Write K(n,u) = g·u with

g = 2(n₁n₂, n₀n₂, n₀n₁).

Since n, t₁, t₂ are orthonormal, the squared components of g along them add up to |g|², so

K(n,t₁)² + K(n,t₂)² = 4(n₁²n₂² + n₀²n₂² + n₀²n₁²) − K(n,n)².

The right side contains only n. Three directions illustrate it:

- Along [001], g = 0 and no wave couples.
- Along [110], the longitudinal strength is 0 and the transverse sum is 1.
- Along [111], the longitudinal strength is 4/3 and the transverse sum is 0.

For the averages, put n = (sin θ cos φ, sin θ sin φ, cos θ), x = cos θ and s = (cos φ sin φ)². Because s = sin²(2φ)/4, its mean over φ is 1/8. The remaining polar average is ½∫₋₁¹ dx, which sends 1, x², x⁴, x⁶ to 1, 1/3, 1/5, 1/7.

Longitudinal: K(n,n) = 6n₀n₁n₂, so

K(n,n)² = 36x²(1 − x²)²s
φ-mean = (9/2)(x² − 2x⁴ + x⁶)
average = (9/2)(1/3 − 2/5 + 1/7) = 12/35.

Transverse sum:

|g|² − K(n,n)² = 4x²(1 − x²) + (4 − 36x²)(1 − x²)²s
φ-mean = 1/2 − (3/2)x² + (11/2)x⁴ − (9/2)x⁶
average = 1/2 − 1/2 + 11/10 − 9/14 = 16/35.

Here is the complete Lean file.

```lean
import Mathlib

open Real

namespace PiezoelectricSphereAverage

noncomputable section

/-- Zinc-blende piezoelectric coupling of a wave with direction `n` and polarization `u`,
in units of the piezoelectric constant and in the cubic axes. -/
def coupling (n u : Fin 3 → ℝ) : ℝ :=
  2 * (n 1 * n 2 * u 0 + n 0 * n 2 * u 1 + n 0 * n 1 * u 2)

/-- The vectors `n`, `t₁`, `t₂` are orthonormal: one longitudinal and two transverse
polarizations. -/
def IsFrame (n t₁ t₂ : Fin 3 → ℝ) : Prop :=
  n ⬝ᵥ n = 1 ∧ t₁ ⬝ᵥ t₁ = 1 ∧ t₂ ⬝ᵥ t₂ = 1 ∧ n ⬝ᵥ t₁ = 0 ∧ n ⬝ᵥ t₂ = 0 ∧ t₁ ⬝ᵥ t₂ = 0

/-- The direction with polar angle `θ` and azimuth `φ`. -/
def direction (θ φ : ℝ) : Fin 3 → ℝ := ![sin θ * cos φ, sin θ * sin φ, cos θ]

/-- The polar unit vector, pointing towards increasing `θ`. -/
def polarVec (θ φ : ℝ) : Fin 3 → ℝ := ![cos θ * cos φ, cos θ * sin φ, -sin θ]

/-- The azimuthal unit vector, pointing towards increasing `φ`. -/
def azimuthVec (φ : ℝ) : Fin 3 → ℝ := ![-sin φ, cos φ, 0]

/-- The average over the unit sphere, as a double integral in polar coordinates. -/
def sphereAverage (f : ℝ → ℝ → ℝ) : ℝ :=
  1 / (4 * π) * ∫ θ in (0 : ℝ)..π, ∫ φ in (0 : ℝ)..(2 * π), f θ φ * sin θ

/-- The direction, the polar vector and the azimuthal vector form an orthonormal frame. -/
theorem polar_frame_witness (θ φ : ℝ) :
    IsFrame (direction θ φ) (polarVec θ φ) (azimuthVec φ) := by
  have h := sin_sq_add_cos_sq θ
  have k := sin_sq_add_cos_sq φ
  refine ⟨?_, ?_, ?_, ?_, ?_, ?_⟩ <;>
    simp only [dotProduct, Fin.sum_univ_three, direction, polarVec, azimuthVec, Matrix.cons_val]
  · linear_combination sin θ ^ 2 * k + h
  · linear_combination cos θ ^ 2 * k + h
  · linear_combination k
  · linear_combination sin θ * cos θ * k
  · ring
  · ring

/-- The squared components of a vector along an orthonormal frame add up to its squared
length. -/
theorem frame_parseval {n t₁ t₂ : Fin 3 → ℝ} (hf : IsFrame n t₁ t₂) (g : Fin 3 → ℝ) :
    (g ⬝ᵥ n) ^ 2 + (g ⬝ᵥ t₁) ^ 2 + (g ⬝ᵥ t₂) ^ 2 = g ⬝ᵥ g := by
  obtain ⟨h1, h2, h3, h4, h5, h6⟩ := hf
  simp only [dotProduct, Fin.sum_univ_three] at *
  have hM : !![n 0, n 1, n 2; t₁ 0, t₁ 1, t₁ 2; t₂ 0, t₂ 1, t₂ 2] *
      !![n 0, t₁ 0, t₂ 0; n 1, t₁ 1, t₂ 1; n 2, t₁ 2, t₂ 2] = 1 := by
    ext i j
    fin_cases i <;> fin_cases j <;> simp [Matrix.mul_apply, Fin.sum_univ_three] <;> linarith
  -- orthonormal rows of a square matrix imply orthonormal columns
  have hM' := mul_eq_one_comm.mp hM
  have e00 := congrFun (congrFun hM' 0) 0
  have e11 := congrFun (congrFun hM' 1) 1
  have e22 := congrFun (congrFun hM' 2) 2
  have e01 := congrFun (congrFun hM' 0) 1
  have e02 := congrFun (congrFun hM' 0) 2
  have e12 := congrFun (congrFun hM' 1) 2
  simp [Matrix.mul_apply, Fin.sum_univ_three] at e00 e11 e22 e01 e02 e12
  linear_combination g 0 ^ 2 * e00 + g 1 ^ 2 * e11 + g 2 ^ 2 * e22 +
    2 * g 0 * g 1 * e01 + 2 * g 0 * g 2 * e02 + 2 * g 1 * g 2 * e12

/-- For an orthonormal frame, the summed transverse coupling strength depends on the
direction `n` alone. -/
theorem transverse_strength {n t₁ t₂ : Fin 3 → ℝ} (hf : IsFrame n t₁ t₂) :
    coupling n t₁ ^ 2 + coupling n t₂ ^ 2 =
      4 * ((n 1 * n 2) ^ 2 + (n 0 * n 2) ^ 2 + (n 0 * n 1) ^ 2) - coupling n n ^ 2 := by
  have h := frame_parseval hf ![2 * (n 1 * n 2), 2 * (n 0 * n 2), 2 * (n 0 * n 1)]
  simp only [dotProduct, Fin.sum_univ_three, Matrix.cons_val] at h
  simp only [coupling]
  linear_combination h

/-- The azimuthal integral: `(cos φ sin φ)²` has mean `1/8` over a full turn. -/
theorem azimuthal_integral (A B : ℝ) :
    ∫ φ in (0 : ℝ)..(2 * π), (A + B * (cos φ * sin φ) ^ 2) = 2 * π * (A + B / 8) := by
  have hd : ∀ x : ℝ, HasDerivAt
      (fun x => A * x + B * (x - (sin x * cos x ^ 3 - sin x ^ 3 * cos x)) / 8)
      (A + B * (cos x * sin x) ^ 2) x := by
    intro x
    have hs := Real.hasDerivAt_sin x
    have hc := Real.hasDerivAt_cos x
    refine (((hasDerivAt_id' x).const_mul A).fun_add ((((hasDerivAt_id' x).fun_sub
      ((hs.fun_mul (hc.fun_pow 3)).fun_sub ((hs.fun_pow 3).fun_mul hc))).const_mul
        B).div_const 8)).congr_deriv ?_
    linear_combination (-(B / 8) * (sin x ^ 2 + cos x ^ 2 + 1)) * sin_sq_add_cos_sq x
  rw [intervalIntegral.integral_eq_sub_of_hasDerivAt (fun x _ => hd x)
    (Continuous.intervalIntegrable (by fun_prop) _ _)]
  simp only [Real.sin_two_pi, Real.cos_two_pi, Real.sin_zero, Real.cos_zero]
  ring

/-- The polar integral of an even polynomial of degree six in `cos θ`, with the weight
`sin θ`. -/
theorem polar_integral (a b c d : ℝ) :
    ∫ θ in (0 : ℝ)..π, (a + b * cos θ ^ 2 + c * cos θ ^ 4 + d * cos θ ^ 6) * sin θ =
      2 * (a + b / 3 + c / 5 + d / 7) := by
  have hd : ∀ x : ℝ, HasDerivAt
      (fun x => -a * cos x + -b / 3 * cos x ^ 3 + -c / 5 * cos x ^ 5 + -d / 7 * cos x ^ 7)
      ((a + b * cos x ^ 2 + c * cos x ^ 4 + d * cos x ^ 6) * sin x) x := by
    intro x
    have hc := Real.hasDerivAt_cos x
    refine ((((hc.const_mul (-a)).fun_add ((hc.fun_pow 3).const_mul (-b / 3))).fun_add
      ((hc.fun_pow 5).const_mul (-c / 5))).fun_add
        ((hc.fun_pow 7).const_mul (-d / 7))).congr_deriv ?_
    norm_num
    ring
  rw [intervalIntegral.integral_eq_sub_of_hasDerivAt (fun x _ => hd x)
    (Continuous.intervalIntegrable (by fun_prop) _ _)]
  simp only [Real.cos_pi, Real.cos_zero]
  ring

/-- Sphere average of `p(cos θ) + q(cos θ) (cos φ sin φ)²` when `p + q/8` is an even
polynomial of degree at most six. -/
theorem sphereAverage_eq {f : ℝ → ℝ → ℝ} (p q : ℝ → ℝ) (a b c d : ℝ)
    (hf : ∀ θ φ, f θ φ = p (cos θ) + q (cos θ) * (cos φ * sin φ) ^ 2)
    (hpq : ∀ x, p x + q x / 8 = a + b * x ^ 2 + c * x ^ 4 + d * x ^ 6) :
    sphereAverage f = a + b / 3 + c / 5 + d / 7 := by
  have inner : ∀ θ, ∫ φ in (0 : ℝ)..(2 * π), f θ φ * sin θ =
      2 * π * ((a + b * cos θ ^ 2 + c * cos θ ^ 4 + d * cos θ ^ 6) * sin θ) := by
    intro θ
    have e : (fun φ => f θ φ * sin θ) = fun φ =>
        p (cos θ) * sin θ + q (cos θ) * sin θ * (cos φ * sin φ) ^ 2 := by
      funext φ
      rw [hf]
      ring
    rw [e, azimuthal_integral]
    linear_combination 2 * π * sin θ * hpq (cos θ)
  simp only [sphereAverage, inner]
  rw [intervalIntegral.integral_const_mul, polar_integral]
  linear_combination (a + b / 3 + c / 5 + d / 7) * mul_inv_cancel₀ Real.pi_ne_zero

/-- The sphere average of the squared piezoelectric coupling is `12/35` for longitudinal
waves and `16/35` for the two transverse waves together, for any choice of orthonormal
polarization frame at each direction. -/
theorem piezoelectric_averages (t₁ t₂ : ℝ → ℝ → Fin 3 → ℝ)
    (hframe : ∀ θ φ, IsFrame (direction θ φ) (t₁ θ φ) (t₂ θ φ)) :
    sphereAverage (fun θ φ => coupling (direction θ φ) (direction θ φ) ^ 2) = 12 / 35 ∧
    sphereAverage (fun θ φ => coupling (direction θ φ) (t₁ θ φ) ^ 2 +
      coupling (direction θ φ) (t₂ θ φ) ^ 2) = 16 / 35 := by
  constructor
  · refine (sphereAverage_eq (fun _ => 0) (fun x => 36 * (1 - x ^ 2) ^ 2 * x ^ 2)
      0 (9 / 2) (-9) (9 / 2) ?_ ?_).trans (by norm_num)
    · intro θ φ
      simp only [coupling, direction, Matrix.cons_val]
      linear_combination 36 * cos θ ^ 2 * (cos φ * sin φ) ^ 2 *
        (sin θ ^ 2 + 1 - cos θ ^ 2) * sin_sq_add_cos_sq θ
    · intro x
      ring
  · refine (sphereAverage_eq (fun x => 4 * x ^ 2 * (1 - x ^ 2))
      (fun x => (4 - 36 * x ^ 2) * (1 - x ^ 2) ^ 2)
      (1 / 2) (-3 / 2) (11 / 2) (-9 / 2) ?_ ?_).trans (by norm_num)
    · intro θ φ
      -- the frame drops out before integration
      have h := transverse_strength (hframe θ φ)
      simp only [coupling, direction, Matrix.cons_val] at h ⊢
      linear_combination h + 4 * sin θ ^ 2 * cos θ ^ 2 * sin_sq_add_cos_sq φ +
        (4 * cos θ ^ 2 + (4 - 36 * cos θ ^ 2) * (cos φ * sin φ) ^ 2 *
          (sin θ ^ 2 + 1 - cos θ ^ 2)) * sin_sq_add_cos_sq θ
    · intro x
      ring

/-- In the polar frame the transverse strength splits unequally: `4/21` for polarization
along the polar vector and `4/15` along the azimuthal vector. -/
theorem polar_frame_split :
    sphereAverage (fun θ φ => coupling (direction θ φ) (polarVec θ φ) ^ 2) = 4 / 21 ∧
    sphereAverage (fun θ φ => coupling (direction θ φ) (azimuthVec φ) ^ 2) = 4 / 15 := by
  constructor
  · refine (sphereAverage_eq (fun _ => 0) (fun x => 4 * (1 - x ^ 2) * (3 * x ^ 2 - 1) ^ 2)
      (1 / 2) (-7 / 2) (15 / 2) (-9 / 2) ?_ ?_).trans (by norm_num)
    · intro θ φ
      simp only [coupling, direction, polarVec, Matrix.cons_val]
      linear_combination 4 * (cos φ * sin φ) ^ 2 * (4 * cos θ ^ 4 -
        4 * cos θ ^ 2 * (sin θ ^ 2 + 1 - cos θ ^ 2) + sin θ ^ 4 +
        sin θ ^ 2 * (1 - cos θ ^ 2) + (1 - cos θ ^ 2) ^ 2) * sin_sq_add_cos_sq θ
    · intro x
      ring
  · refine (sphereAverage_eq (fun x => 4 * x ^ 2 * (1 - x ^ 2))
      (fun x => -16 * x ^ 2 * (1 - x ^ 2)) 0 2 (-2) 0 ?_ ?_).trans (by norm_num)
    · intro θ φ
      simp only [coupling, direction, azimuthVec, Matrix.cons_val]
      linear_combination 4 * sin θ ^ 2 * cos θ ^ 2 * (sin φ ^ 2 + cos φ ^ 2 + 1) *
        sin_sq_add_cos_sq φ +
        4 * cos θ ^ 2 * (1 - 4 * (cos φ * sin φ) ^ 2) * sin_sq_add_cos_sq θ
    · intro x
      ring

end

end PiezoelectricSphereAverage
```

```lean
#print axioms PiezoelectricSphereAverage.piezoelectric_averages
#print axioms PiezoelectricSphereAverage.polar_frame_split
```

```
'PiezoelectricSphereAverage.piezoelectric_averages' depends on axioms: [propext, Classical.choice, Quot.sound]
'PiezoelectricSphereAverage.polar_frame_split' depends on axioms: [propext, Classical.choice, Quot.sound]
```

**What the statement says.** Vectors are functions `Fin 3 → ℝ`, `coupling` is K, and `IsFrame` lists the six orthonormality relations. `sphereAverage` is the double integral over θ from 0 to π and φ from 0 to 2π, with weight sin θ and prefactor 1/(4π). In `piezoelectric_averages`, `t₁` and `t₂` are arbitrary functions of the two angles, subject only to `hframe`; they need not be continuous. `polar_frame_witness` supplies an explicit such frame.

The formula for K is an input. It represents the component along n of the electric polarization induced by the wave's strain, with the piezoelectric constant, wavenumber and amplitude divided out. The purely longitudinal and transverse polarizations are an idealisation: in an elastically anisotropic crystal the modes are generally mixed. Within that idealisation, the two numbers provide the angular factors for semiclassical mobility models that average the squared coupling before computing the rate; screening and the sound velocities, with one common value for both transverse waves, enter separately.

**How Lean removes the frame.** The decisive device is `mul_eq_one_comm`, used in `frame_parseval`. The matrix M with rows n, t₁, t₂ satisfies M Mᵀ = 1, which is just `IsFrame`. For square matrices a right inverse is also a left inverse, so Mᵀ M = 1: the columns are orthonormal too. Weighting the entries of that identity by gᵢgⱼ and summing gives the Parseval identity. `transverse_strength` applies it to the vector g above.

**How Lean does the integrals.** `azimuthal_integral` and `polar_integral` differentiate explicit antiderivatives and evaluate them at the endpoints. `sphereAverage_eq` combines them for integrands of the form p(x) + q(x)s, where p + q/8 is the φ-mean. The main theorem supplies the polynomials found above, and `linear_combination` verifies the trigonometric identities using sin² + cos² = 1.

**The individual transverse averages.** These do depend on the frame. `polar_frame_split` gives 4/21 for polarization along increasing θ and 4/15 along increasing φ. They add up to 16/35, but neither equals the even share of 8/35.
